# With unit hopping and ħ = 1, a particle that starts on one site of a four-site ring is on the opposite site with certainty at t = π/2

A: Number the sites of the ring 0, 1, 2, 3, with addition modulo 4. Let $T$ be the cyclic shift, which moves a particle from site $j$ to site $j+1$, and let the Hamiltonian $H$ be the adjacency matrix of the ring. Then

$$e^{-i(\pi/2)H}=-T^2 .$$

A particle that starts on site $j$ is therefore found on site $j+2$ at $t=\pi/2$ with probability one. This happens at the odd multiples of $\pi/2$ and at no other time.

Q: Show me the calculation before you show me any code.

A: A hop goes forward or backward, so $H=T+T^{\mathsf T}$, and $T^{\mathsf T}=T^{-1}$. The normalised Bloch waves are $v_k(j)=\tfrac12\, i^{jk}$ for $k=0,1,2,3$. Shifting one of them gives

$$(Tv_k)(j)=v_k(j-1)=i^{-k}v_k(j).$$

So $v_k$ has energy $E_k=i^{-k}+i^{k}=2\cos(\pi k/2)$, that is $2,0,-2,0$. Under $T^2$ it has eigenvalue $p_k=(-1)^k$, that is $1,-1,1,-1$.

Now I claim that each phase factor can be written as

$$e^{-itE_k}=\cos^2 t-i\sin t\cos t\,E_k-\sin^2 t\,p_k .$$

For $k=0$ the left side is $(\cos t-i\sin t)^2=\cos^2t-2i\sin t\cos t-\sin^2t$, which is the right side. For $k=2$ the middle term changes sign on both sides. For $k=1$ and $k=3$ the energy is zero, and the claim reads $1=\cos^2t+\sin^2t$. The four waves form a basis, so the same relation holds between the matrices:

$$e^{-itH}=\cos^2 t\;\mathbb 1-i\sin t\cos t\;H-\sin^2 t\;T^2 .$$

At $t=\pi/2$ only $-T^2$ is left. At general $t$, only the last term connects opposite sites, so the amplitude there is $-\sin^2t$ and the probability is $\sin^4t$. That equals one exactly when $\sin^2 t=1$, that is, when $\cos t=0$.

Q: Give me numbers at a time when the particle is still on its way.

A: Take $t=\pi/4$ and start on site 0. All three coefficients have modulus $\tfrac12$, so the amplitudes on sites 0, 1, 2, 3 are $\tfrac12,-\tfrac i2,-\tfrac12,-\tfrac i2$, and each site has probability $\tfrac14$. Evolve for another $\pi/4$. The amplitude on site 2 becomes

$$\left(-\tfrac12\right)\tfrac12+2\left(-\tfrac i2\right)^2+\tfrac12\left(-\tfrac12\right)=-1,$$

while on site 0 it is $\tfrac14-\tfrac12+\tfrac14=0$. The paths through the two neighbours interfere constructively at the far site and cancel the rest at the starting site.

Q: Now the formal version. How do I know that its matrices describe this ring?

A: They are given by their entries. The index type `Fin 4` adds modulo 4, which supplies the periodic boundary condition.

In Lean 4 with Mathlib:

```lean
import Mathlib

open Matrix

namespace RingStateTransfer

noncomputable section

/-- The cyclic shift of the four-site ring, which moves a particle from site `j` to `j + 1`. -/
def shift : Matrix (Fin 4) (Fin 4) ℂ :=
  Matrix.of fun i j => if i = j + 1 then 1 else 0

/-- The adjacency matrix of the four-site ring: one between neighbouring sites, zero otherwise. -/
def adjacency : Matrix (Fin 4) (Fin 4) ℂ :=
  Matrix.of fun i j => if i = j + 1 ∨ j = i + 1 then 1 else 0
```

In `shift` the row `i` is the destination and the column `j` the origin. `adjacency` has a one wherever two sites are neighbours, and zeros on the diagonal, so there is no on-site energy.

Q: And is the time evolution a real matrix exponential, or has the closed formula been slipped in as a definition?

A: It is the exponential of the matrix $-itH$, taken in the matrix algebra and not entry by entry. The closed formula is a theorem about it.

```lean
/-- The time evolution `exp (-i t A)` generated by the adjacency matrix `A`, with `ħ = 1`. -/
def propagator (t : ℝ) : Matrix (Fin 4) (Fin 4) ℂ :=
  NormedSpace.exp ((-(Complex.I * (t : ℂ))) • adjacency)

/-- The probability of finding at site `i`, at time `t`, a particle that started on site `j`. -/
def transferProb (t : ℝ) (i j : Fin 4) : ℝ :=
  ‖(propagator t *ᵥ Pi.single j 1) i‖ ^ 2
```

The transfer probability follows the Born rule. `Pi.single j 1` is the normalised state localised on site `j`; the propagator acts on it, and the component at `i` is squared in modulus. The target comes first in `transferProb t i j`, and the starting site second.

Q: The next definitions look like answers written down in advance.

A: They are candidates, and a definition proves nothing about them. The theorems further down show that they are eigenvectors and eigenvalues.

```lean
/-- The matrix whose columns are the four (unnormalized) Bloch waves of the ring. -/
def bloch : Matrix (Fin 4) (Fin 4) ℂ :=
  !![1, 1, 1, 1;
     1, Complex.I, -1, -Complex.I;
     1, -1, 1, -1;
     1, -Complex.I, -1, Complex.I]

/-- The eigenvalues of the adjacency matrix, in the order of the Bloch waves. -/
def energy : Fin 4 → ℂ := ![2, 0, -2, 0]

/-- The eigenvalues of the double shift, in the order of the Bloch waves. -/
def parity : Fin 4 → ℂ := ![1, -1, 1, -1]
```

Column `k` of `bloch` is $2v_k$, since the file leaves out the factor $\tfrac12$. The name `parity` refers to the sign under $T^2$, not to a reflection of the ring.

Q: Then start with the link between the two matrices.

A: The first theorem is $H=T+T^{\mathsf T}$, and the second says that $T^2$ takes each site to the opposite one. Both are settled by running through all sixteen entries with `fin_cases`.

```lean
/-- The adjacency matrix is the sum of the hops forward and backward around the ring. -/
theorem adjacency_eq_shift_add : adjacency = shift + shiftᵀ := by
  ext i j
  fin_cases i <;> fin_cases j <;> simp [adjacency, shift]

/-- The double shift moves a particle from each site to the opposite one. -/
theorem shift_sq_apply (i j : Fin 4) :
    (shift ^ 2) i j = if i = j + 2 then 1 else 0 := by
  rw [pow_two, Matrix.mul_apply, Fin.sum_univ_four]
  fin_cases i <;> fin_cases j <;> simp [shift]
```

Next come the Bloch waves.

```lean
/-- Completeness of the Bloch waves: the matrix `bloch` times its conjugate transpose is four times
the identity. -/
theorem bloch_orthogonal : bloch * blochᴴ = (4 : ℂ) • 1 := by
  ext i j
  fin_cases i <;> fin_cases j <;>
    simp [bloch, Matrix.mul_apply, Fin.sum_univ_four] <;> ring

/-- Each Bloch wave is an eigenvector of the adjacency matrix, with the listed energy. -/
theorem adjacency_mul_bloch : adjacency * bloch = bloch * diagonal energy := by
  ext i j
  rw [Matrix.mul_diagonal, Matrix.mul_apply, Fin.sum_univ_four]
  fin_cases i <;> fin_cases j <;> simp [adjacency, bloch, energy] <;> ring

/-- Each Bloch wave is an eigenvector of the double shift, with the listed sign. -/
theorem shift_sq_mul_bloch : shift ^ 2 * bloch = bloch * diagonal parity := by
  ext i j
  rw [Matrix.mul_diagonal, Matrix.mul_apply, Fin.sum_univ_four]
  simp only [shift_sq_apply]
  fin_cases i <;> fin_cases j <;> simp [bloch, parity]
```

The first theorem is the completeness relation $VV^\dagger=4\cdot\mathbb 1$, with $V$ the matrix `bloch`. Because $V$ is square, it implies $V^\dagger V=4\cdot\mathbb 1$: the columns are mutually orthogonal, each with squared norm four, which is where the theorem gets its name. The other two theorems collect the four eigenvalue equations into one matrix equation each, $HV=V\,\mathrm{diag}(E)$ and $T^2V=V\,\mathrm{diag}(p)$.

Q: So where is the exponential actually computed?

A: In the next theorem, which holds for every real $t$ and follows the calculation above.

```lean
/-- At every time the propagator is a combination of staying put, hopping to a neighbour and
moving to the opposite site, with amplitudes `cos² t`, `-i sin t cos t` and `-sin² t`. -/
theorem propagator_eq (t : ℝ) :
    propagator t = ((Real.cos t : ℂ) ^ 2) • (1 : Matrix (Fin 4) (Fin 4) ℂ)
      - (Complex.I * ((Real.sin t : ℂ) * (Real.cos t : ℂ))) • adjacency
      - ((Real.sin t : ℂ) ^ 2) • shift ^ 2 := by
  -- the Bloch matrix is invertible
  have hVW : bloch * ((1 / 4 : ℂ) • blochᴴ) = 1 := by
    rw [Matrix.mul_smul, bloch_orthogonal, smul_smul]
    norm_num
  have hinv : bloch⁻¹ = (1 / 4 : ℂ) • blochᴴ := Matrix.inv_eq_right_inv hVW
  have hU : IsUnit bloch := ⟨⟨bloch, _, hVW, mul_eq_one_comm.mp hVW⟩, rfl⟩
  have hz : (-(Complex.I * (t : ℂ))) • adjacency
      = bloch * diagonal ((-(Complex.I * (t : ℂ))) • energy) * bloch⁻¹ := by
    rw [Matrix.diagonal_smul, Matrix.mul_smul, ← adjacency_mul_bloch,
      Matrix.smul_mul, Matrix.mul_assoc, hinv, hVW, Matrix.mul_one]
  -- the phase acquired by each Bloch wave
  have hcs : (Real.cos t : ℂ) ^ 2 + (Real.sin t : ℂ) ^ 2 = 1 := by
    exact_mod_cast Real.cos_sq_add_sin_sq t
  have e1 : Complex.exp (-(Complex.I * (t : ℂ)) * 2)
      = ((Real.cos t : ℂ) - (Real.sin t : ℂ) * Complex.I) ^ 2 := by
    rw [show -(Complex.I * (t : ℂ)) * 2 = (-(t : ℂ)) * Complex.I + (-(t : ℂ)) * Complex.I by ring,
      Complex.exp_add, Complex.exp_mul_I, Complex.cos_neg, Complex.sin_neg,
      Complex.ofReal_cos, Complex.ofReal_sin]
    ring
  have e2 : Complex.exp (-(Complex.I * (t : ℂ)) * (-2))
      = ((Real.cos t : ℂ) + (Real.sin t : ℂ) * Complex.I) ^ 2 := by
    rw [show -(Complex.I * (t : ℂ)) * (-2) = (t : ℂ) * Complex.I + (t : ℂ) * Complex.I by ring,
      Complex.exp_add, Complex.exp_mul_I, Complex.ofReal_cos, Complex.ofReal_sin]
    ring
  have hk : ∀ k, Complex.exp (-(Complex.I * (t : ℂ)) * energy k)
      = (Real.cos t : ℂ) ^ 2 - Complex.I * ((Real.sin t : ℂ) * (Real.cos t : ℂ)) * energy k
        - (Real.sin t : ℂ) ^ 2 * parity k := by
    have h0 : energy 0 = 2 ∧ energy 1 = 0 ∧ energy 2 = -2 ∧ energy 3 = 0 :=
      ⟨rfl, rfl, rfl, rfl⟩
    have p0 : parity 0 = 1 ∧ parity 1 = -1 ∧ parity 2 = 1 ∧ parity 3 = -1 :=
      ⟨rfl, rfl, rfl, rfl⟩
    obtain ⟨a0, a1, a2, a3⟩ := h0
    obtain ⟨b0, b1, b2, b3⟩ := p0
    intro k
    fin_cases k
    · change Complex.exp (_ * energy 0) = _ - _ * energy 0 - _ * parity 0
      rw [a0, b0, e1]
      linear_combination (Real.sin t : ℂ) ^ 2 * Complex.I_sq
    · change Complex.exp (_ * energy 1) = _ - _ * energy 1 - _ * parity 1
      rw [a1, b1, mul_zero, Complex.exp_zero]
      linear_combination -hcs
    · change Complex.exp (_ * energy 2) = _ - _ * energy 2 - _ * parity 2
      rw [a2, b2, e2]
      linear_combination (Real.sin t : ℂ) ^ 2 * Complex.I_sq
    · change Complex.exp (_ * energy 3) = _ - _ * energy 3 - _ * parity 3
      rw [a3, b3, mul_zero, Complex.exp_zero]
      linear_combination -hcs
  have hexp : NormedSpace.exp ((-(Complex.I * (t : ℂ))) • energy)
      = fun k => (Real.cos t : ℂ) ^ 2
        - Complex.I * ((Real.sin t : ℂ) * (Real.cos t : ℂ)) * energy k
        - (Real.sin t : ℂ) ^ 2 * parity k := by
    funext k
    rw [← hk k, Complex.exp_eq_exp_ℂ]
    exact NormedSpace.map_exp (Pi.evalRingHom (fun _ : Fin 4 => ℂ) k) (continuous_apply k) _
  have hdiag : diagonal (NormedSpace.exp ((-(Complex.I * (t : ℂ))) • energy))
      = ((Real.cos t : ℂ) ^ 2) • (1 : Matrix (Fin 4) (Fin 4) ℂ)
        - (Complex.I * ((Real.sin t : ℂ) * (Real.cos t : ℂ))) • diagonal energy
        - ((Real.sin t : ℂ) ^ 2) • diagonal parity := by
    rw [hexp]
    ext i j
    by_cases h : i = j
    · subst h
      simp
    · simp [h]
  -- return from the Bloch basis to the sites
  rw [propagator, hz, Matrix.exp_conj _ _ hU, Matrix.exp_diagonal, hdiag, hinv]
  simp only [Matrix.mul_sub, Matrix.mul_smul bloch]
  rw [← adjacency_mul_bloch, ← shift_sq_mul_bloch, Matrix.mul_one]
  simp only [Matrix.sub_mul, Matrix.smul_mul, Matrix.mul_assoc, hVW, Matrix.mul_one]
```

The facts `hVW` and `hinv` give $V^{-1}=\tfrac14V^\dagger$, and `hz` writes $-itH$ as $V\,\mathrm{diag}(-itE)\,V^{-1}$. Euler's formula enters in `e1` and `e2`, for the energies $2$ and $-2$. The four scalar identities for the phases are `hk`, proved one value of `k` at a time; `linear_combination` finishes each from $i^2=-1$ or $\cos^2t+\sin^2t=1$. `hexp` and `hdiag` assemble them into a diagonal matrix. Finally `Matrix.exp_conj` moves the exponential inside the change of basis, `Matrix.exp_diagonal` applies it to the diagonal, and the eigenvalue equations, used from right to left, turn the diagonal matrices back into $H$ and $T^2$.

Q: The headline theorem says `-shift ^ 2`. If that meant $(-T)^2$, the sign would be lost.

A: It means $-(T^2)$, because the power binds more tightly than the minus sign. The proof puts $\cos(\pi/2)=0$ and $\sin(\pi/2)=1$ into the general formula.

```lean
/-- At time `π/2` the evolution of the ring is minus the double shift. -/
theorem propagator_pi_div_two : propagator (Real.pi / 2) = -shift ^ 2 := by
  rw [propagator_eq, Real.cos_pi_div_two, Real.sin_pi_div_two]
  simp
```

Q: A matrix identity is still not a statement about a particle. What happens to a wave function that is spread over the ring?

A: It is carried across as a whole:

```lean
/-- At time `π/2` every wave function has moved to the opposite sites, with a change of sign. -/
theorem wavefunction_transfer (ψ : Fin 4 → ℂ) (j : Fin 4) :
    (propagator (Real.pi / 2) *ᵥ ψ) (j + 2) = -ψ j := by
  rw [propagator_pi_div_two, Matrix.neg_mulVec, Pi.neg_apply]
  simp [Matrix.mulVec, dotProduct, shift_sq_apply]
```

For any `ψ`, the amplitude at `j + 2` after time $\pi/2$ is minus the original amplitude at `j`. Since `j` runs over all sites, this fixes the entire final state. The common sign is a global phase, so relative phases survive the trip. The proof multiplies out $-T^2\psi$, where one term of the sum remains.

Q: And the probability for a localised start?

A: It is $\sin^4t$ at every time, and the value one at $\pi/2$ follows by substitution.

```lean
/-- A particle that starts on one site is found on the opposite site with probability `sin⁴ t`. -/
theorem transferProb_opposite (t : ℝ) (j : Fin 4) :
    transferProb t (j + 2) j = Real.sin t ^ 4 := by
  have hn : ∀ j : Fin 4, ¬(j + 2 = j + 1 ∨ j = j + 2 + 1) := by decide
  have hne : ∀ j : Fin 4, j + 2 ≠ j := by decide
  have ha : adjacency (j + 2) j = 0 := if_neg (hn j)
  have ho : (1 : Matrix (Fin 4) (Fin 4) ℂ) (j + 2) j = 0 := Matrix.one_apply_ne (hne j)
  have hs : (shift ^ 2) (j + 2) j = 1 := by rw [shift_sq_apply, if_pos rfl]
  -- only the double shift connects opposite sites
  have hp : propagator t (j + 2) j = -(Real.sin t : ℂ) ^ 2 := by
    rw [propagator_eq, Matrix.sub_apply, Matrix.sub_apply, Matrix.smul_apply,
      Matrix.smul_apply, Matrix.smul_apply, ha, ho, hs, smul_zero, smul_zero, smul_eq_mul]
    ring
  have hv : (propagator t *ᵥ Pi.single j 1) (j + 2) = propagator t (j + 2) j := by
    simp
  rw [transferProb, hv, hp, norm_neg, norm_pow, Complex.norm_real, Real.norm_eq_abs, sq_abs]
  ring

/-- Perfect state transfer: a particle that starts on any site of the ring is found on the
opposite site at time `π/2` with probability one. -/
theorem perfect_state_transfer (j : Fin 4) :
    transferProb (Real.pi / 2) (j + 2) j = 1 := by
  rw [transferProb_opposite, Real.sin_pi_div_two, one_pow]
```

In the first proof, `ha` and `ho` say that neither $H$ nor the identity connects opposite sites, and `hs` says that $T^2$ does so with entry one. That leaves the amplitude $-\sin^2t$ in `hp`, whose squared modulus is the result.

Q: You also claimed that there are no other times.

A: That is the direction from left to right in the last theorem:

```lean
/-- Transfer to the opposite site is certain exactly at the odd multiples of `π/2`. -/
theorem perfect_transfer_iff (t : ℝ) (j : Fin 4) :
    transferProb t (j + 2) j = 1 ↔ ∃ k : ℤ, t = (2 * k + 1) * Real.pi / 2 := by
  rw [transferProb_opposite, ← Real.cos_eq_zero_iff]
  have hsc := Real.sin_sq_add_cos_sq t
  constructor
  · intro h
    have hs : Real.sin t ^ 2 = 1 := by nlinarith [sq_nonneg (Real.sin t)]
    have hc : Real.cos t ^ 2 = 0 := by linarith
    exact (pow_eq_zero_iff two_ne_zero).mp hc
  · intro h
    have hs : Real.sin t ^ 2 = 1 := by
      rw [h] at hsc
      linarith
    linear_combination (Real.sin t ^ 2 + 1) * hs

end

end RingStateTransfer
```

Here `k` is any integer, negative ones included, and no longer labels a Bloch wave. From $\sin^4t=1$ the proof obtains $\sin^2t=1$, hence $\cos t=0$, and `Real.cos_eq_zero_iff` lists the zeros. The converse uses the factorisation $\sin^4t-1=(\sin^2t+1)(\sin^2t-1)$.

Q: My Hamiltonian has a hopping amplitude and a minus sign. Would you have to start again?

A: No. The model could have been set up with $-JH$ in place of $H$, for a real hopping energy $J\neq0$, and with $\hbar$ kept explicit. The evolution is then the one above with $t$ replaced by $-Jt/\hbar$. The neighbour term changes sign for $J>0$, the first perfect transfer comes at $t=\pi\hbar/(2|J|)$, and the matrix at that moment is again $-T^2$. The file's version has fewer symbols, but you must restore the units yourself.

Q: What does it leave out, and where would I use it?

A: It treats one particle on four equivalent sites, with equal hoppings and no disorder, interactions or coupling to an environment. It says nothing about rings of other sizes. Within this one-particle, four-site model, the closed propagator gives a reference for testing a numerical time-evolution scheme, phases included. The same matrix also governs a single excitation on a ring of four spins one-half with the XX Hamiltonian $\tfrac12\sum_j(\sigma^x_j\sigma^x_{j+1}+\sigma^y_j\sigma^y_{j+1})$, where the $\sigma$ are Pauli matrices, so in that idealised sector the result describes the transfer of an excitation between opposite spins.

```lean
#print axioms RingStateTransfer.wavefunction_transfer
#print axioms RingStateTransfer.transferProb_opposite
#print axioms RingStateTransfer.perfect_state_transfer
#print axioms RingStateTransfer.perfect_transfer_iff
```

```
'RingStateTransfer.wavefunction_transfer' depends on axioms: [propext, Classical.choice, Quot.sound]
'RingStateTransfer.transferProb_opposite' depends on axioms: [propext, Classical.choice, Quot.sound]
'RingStateTransfer.perfect_state_transfer' depends on axioms: [propext, Classical.choice, Quot.sound]
'RingStateTransfer.perfect_transfer_iff' depends on axioms: [propext, Classical.choice, Quot.sound]
```
